# The Fricke identity: the commutator trace of two-band Wilson loops of determinant 1 from three traces

The spectra of two Wilson loops, taken separately, do not in general tell whether the two matrices commute. The holonomies $i\sigma_x$ and $i\sigma_z$ both have eigenvalues $\pm i$, and they do not commute; the pair $i\sigma_x$, $i\sigma_x$ has the same spectra and does. For SU(2) holonomies, what is missing is the trace of the composite loop.

Let $A$ and $B$ be the holonomies of two loops with a common base point, written as $2\times2$ matrices of determinant 1 over a commutative ring. Put $x=\operatorname{tr}A$, $y=\operatorname{tr}B$ and $z=\operatorname{tr}(AB)$. Then

$$\operatorname{tr}(AB^{-1})=xy-z,\qquad \operatorname{tr}(ABA^{-1}B^{-1})=x^2+y^2+z^2-xyz-2 .$$

A change of basis at the base point conjugates $A$ and $B$ by the same matrix and leaves $x$, $y$, $z$ unchanged. For a two-band subspace with SU(2) holonomies, the two loops commute exactly when the commutator trace is 2, as shown below, so these three gauge-invariant numbers decide whether they commute.

## Eliminating inverses and squares

For $A=\begin{pmatrix}a&b\\c&d\end{pmatrix}$ with $ad-bc=1$,

$$A^{-1}=\begin{pmatrix}d&-b\\-c&a\end{pmatrix}=x\,1-A .$$

Multiplying by $A$ gives $1=xA-A^2$, so $A^2=xA-1$. The same relations hold for $B$ with $y$, and for $AB$, which also has determinant 1, with $z$.

The first formula follows by linearity: $\operatorname{tr}(AB^{-1})=\operatorname{tr}(yA-AB)=xy-z$.

For the second, let $K=ABA^{-1}B^{-1}$ and apply the first formula with $ABA^{-1}$ in place of $A$. Since $\operatorname{tr}(ABA^{-1})=y$,

$$\operatorname{tr}K=y^2-\operatorname{tr}(ABA^{-1}B).$$

Replacing $A^{-1}$ by $x\,1-A$ gives $ABA^{-1}B=xAB^2-(AB)^2$. The two squares contribute

$$\operatorname{tr}(AB^2)=\operatorname{tr}(yAB-A)=yz-x,\qquad \operatorname{tr}\big((AB)^2\big)=\operatorname{tr}(zAB-1)=z^2-2 .$$

Hence $\operatorname{tr}K=y^2-x(yz-x)+z^2-2$, which is the stated polynomial.

## From the trace to commuting loops

Cancelling inverses gives $K(BA)=AB$, so $AB-BA=(K-1)BA$. Since $\det(BA)=1$ and $\det K=1$,

$$\det(AB-BA)=\det(K-1)=\det K-\operatorname{tr}K+1=2-\operatorname{tr}K .$$

If $A$ and $B$ commute, the left side vanishes, so $\operatorname{tr}K=2$, that is, $x^2+y^2+z^2-xyz=4$.

For the converse, let $A$ and $B$ be unitary. Then $K$ is unitary, and the trace equation gives $\operatorname{tr}K=2$. A unitary $2\times2$ matrix $U$ of trace 2 satisfies

$$\operatorname{tr}\big((U-1)^\dagger(U-1)\big)=\operatorname{tr}(2\cdot1-U-U^\dagger)=4-2-2=0 .$$

The left side is the sum of the squared moduli of the entries of $U-1$, so $U=1$. With $U=K$, the relation $K(BA)=AB$ becomes $BA=AB$.

## Holonomies as matrices over a ring

The formal development starts from the matrices. It contains no Bloch states, connection or path, so the assignment of a holonomy to a loop is an input.

In Lean 4 with Mathlib:

```lean
import Mathlib

open Matrix

namespace WilsonLoopFricke

noncomputable section

variable {R : Type*} [CommRing R]
```

The algebraic identities hold over any commutative ring `R`; the commuting test and the examples are stated over the complex numbers.

```lean
/-- The Wilson loop that runs through two loops with holonomies `A` and `B` and then
through their inverses: the group commutator `A B A⁻¹ B⁻¹`. -/
def loopCommutator (A B : Matrix (Fin 2) (Fin 2) R) : Matrix (Fin 2) (Fin 2) R :=
  A * B * A⁻¹ * B⁻¹
```

Here `Matrix (Fin 2) (Fin 2) R` is the type of $2\times2$ matrices, and `loopCommutator A B` is $K$. Products are read from left to right in the order of traversal.

In the unitary case the hypothesis `A.det = 1` says that the holonomy lies in SU(2). A general two-band Wilson loop lies in U(2). Dividing it by a square root of its determinant gives a matrix of determinant 1, and this rescaling does not change whether two loops commute.

```lean
/-- The holonomy of a reversed loop is `(tr A) 1 - A` when `A` has determinant 1. -/
theorem inv_eq_trace_sub (A : Matrix (Fin 2) (Fin 2) R) (hA : A.det = 1) :
    A⁻¹ = A.trace • (1 : Matrix (Fin 2) (Fin 2) R) - A := by
  have h : A⁻¹ = A.adjugate :=
    Matrix.inv_eq_right_inv (by rw [Matrix.mul_adjugate, hA, one_smul])
  rw [h, Matrix.adjugate_fin_two]
  ext i j
  fin_cases i <;> fin_cases j <;> simp [Matrix.trace_fin_two]
```

The proof identifies the inverse with the adjugate, then compares the four entries.

```lean
/-- A loop traversed twice has holonomy `(tr A) A - 1` when `A` has determinant 1. -/
theorem mul_self_eq (A : Matrix (Fin 2) (Fin 2) R) (hA : A.det = 1) :
    A * A = A.trace • A - 1 := by
  have hu : IsUnit A.det := by rw [hA]; exact isUnit_one
  have h := Matrix.mul_nonsing_inv A hu
  rw [inv_eq_trace_sub A hA, mul_sub, mul_smul_comm, mul_one] at h
  rw [← h, sub_sub_cancel]
```

This is the Cayley-Hamilton relation, obtained by putting the previous formula into $AA^{-1}=1$.

```lean
/-- The trace of one loop followed by the reverse of another, when `B` has determinant 1: `tr (A
B⁻¹) = tr A tr B - tr (A B)`. -/
theorem trace_mul_inv (A B : Matrix (Fin 2) (Fin 2) R) (hB : B.det = 1) :
    (A * B⁻¹).trace = A.trace * B.trace - (A * B).trace := by
  rw [inv_eq_trace_sub B hB, mul_sub, mul_smul_comm, mul_one, Matrix.trace_sub,
    Matrix.trace_smul, smul_eq_mul]
  ring
```

Only `B` needs determinant 1 here. The next proof can therefore put $ABA^{-1}$ in place of `A` without checking its determinant.

```lean
/-- **Fricke identity**: for `A` and `B` of determinant 1, the trace of the commutator loop is a
polynomial in the traces of `A`, `B` and `A B`. -/
theorem fricke_identity (A B : Matrix (Fin 2) (Fin 2) R) (hA : A.det = 1) (hB : B.det = 1) :
    (loopCommutator A B).trace =
      A.trace ^ 2 + B.trace ^ 2 + (A * B).trace ^ 2
        - A.trace * B.trace * (A * B).trace - 2 := by
  have hu : IsUnit A.det := by rw [hA]; exact isUnit_one
  have hAB : (A * B).det = 1 := by rw [Matrix.det_mul, hA, hB, one_mul]
  -- conjugation by `A` does not change the trace of `B`
  have h1 : (A * B * A⁻¹).trace = B.trace := by
    rw [Matrix.trace_mul_comm, ← mul_assoc, Matrix.nonsing_inv_mul A hu, one_mul]
  -- eliminate the remaining inverse, then the squares of `B` and `A B`
  have e : A * B * A⁻¹ * B = A.trace • (A * (B * B)) - (A * B) * (A * B) := by
    rw [inv_eq_trace_sub A hA]
    simp only [mul_sub, sub_mul, mul_smul_comm, smul_mul_assoc, mul_one, mul_assoc]
  have h2 : (A * B * A⁻¹ * B).trace =
      A.trace * (B.trace * (A * B).trace - A.trace) - ((A * B).trace * (A * B).trace - 2) := by
    rw [e, mul_self_eq B hB, mul_self_eq (A * B) hAB]
    simp only [mul_sub, mul_smul_comm, mul_one, Matrix.trace_sub, Matrix.trace_smul,
      smul_eq_mul, Matrix.trace_one, Fintype.card_fin]
    push_cast
    ring
  unfold loopCommutator
  rw [trace_mul_inv _ B hB, h1, h2]
  ring
```

The local facts follow the derivation by hand: `h1` is $\operatorname{tr}(ABA^{-1})=y$, `e` removes $A^{-1}$, and `h2` removes the squares and takes the trace. The final `ring` collects the polynomial.

## The commutator loop and the matrix commutator

```lean
/-- For `A` and `B` of determinant 1, multiplying `B A` on the left by the commutator loop gives `A
B`. -/
theorem loopCommutator_mul (A B : Matrix (Fin 2) (Fin 2) R) (hA : A.det = 1)
    (hB : B.det = 1) : loopCommutator A B * (B * A) = A * B := by
  have hu : IsUnit A.det := by rw [hA]; exact isUnit_one
  have hv : IsUnit B.det := by rw [hB]; exact isUnit_one
  calc loopCommutator A B * (B * A) = A * B * A⁻¹ * (B⁻¹ * B) * A := by
        simp only [loopCommutator, mul_assoc]
    _ = A * B * (A⁻¹ * A) := by
        rw [Matrix.nonsing_inv_mul B hv, mul_one, mul_assoc (A * B)]
    _ = A * B := by rw [Matrix.nonsing_inv_mul A hu, mul_one]
```

The `calc` block cancels $B^{-1}B$ and then $A^{-1}A$.

```lean
/-- For `A` and `B` of determinant 1, the determinant of the matrix commutator `A B - B A` is 2
minus the trace of the commutator loop. -/
theorem det_commutator (A B : Matrix (Fin 2) (Fin 2) R) (hA : A.det = 1) (hB : B.det = 1) :
    (A * B - B * A).det = 2 - (loopCommutator A B).trace := by
  have hK := loopCommutator_mul A B hA hB
  have hd : (loopCommutator A B).det = 1 := by
    have h := congrArg Matrix.det hK
    simpa only [Matrix.det_mul, hA, hB, mul_one] using h
  -- factor out `B A`, which has determinant 1
  have hf : A * B - B * A = (loopCommutator A B - 1) * (B * A) := by
    rw [sub_mul, hK, one_mul]
  rw [hf, Matrix.det_mul, Matrix.det_mul, hA, hB, mul_one, mul_one]
  generalize loopCommutator A B = K at hd
  rw [Matrix.det_fin_two] at hd
  rw [Matrix.det_fin_two, Matrix.trace_fin_two]
  simp only [Matrix.sub_apply, Matrix.one_apply_eq, ne_eq, zero_ne_one, one_ne_zero,
    not_false_eq_true, Matrix.one_apply_ne, sub_zero]
  linear_combination hd
```

Taking determinants in $K(BA)=AB$ gives `hd`, which is $\det K=1$, and `hf` is the factorisation $AB-BA=(K-1)BA$. The last lines expand $\det(K-1)$ in the entries of $K$ and use `hd`.

## The commuting test for SU(2)

```lean
/-- A unitary 2 by 2 holonomy with trace 2 is the identity. -/
theorem eq_one_of_trace_eq_two (U : Matrix (Fin 2) (Fin 2) ℂ)
    (hU : U ∈ Matrix.unitaryGroup (Fin 2) ℂ) (ht : U.trace = 2) : U = 1 := by
  open scoped ComplexOrder in
  have h : Uᴴ * U = 1 := Matrix.mem_unitaryGroup_iff'.1 hU
  -- the squared Frobenius distance from `U` to the identity vanishes
  have e : (U - 1)ᴴ * (U - 1) = 1 - Uᴴ - U + 1 := by
    rw [Matrix.conjTranspose_sub, Matrix.conjTranspose_one, ← h]
    nth_rewrite 1 [h]
    nth_rewrite 1 [h]
    rw [sub_mul, mul_sub, mul_one, one_mul, h]
    abel
  have h0 : ((U - 1)ᴴ * (U - 1)).trace = 0 := by
    rw [e, Matrix.trace_add, Matrix.trace_sub, Matrix.trace_sub,
      Matrix.trace_conjTranspose, ht, Matrix.trace_one]
    simp
  exact sub_eq_zero.1 (Matrix.trace_conjTranspose_mul_self_eq_zero_iff.1 h0)
```

Membership in `Matrix.unitaryGroup (Fin 2) ℂ` means $U^\dagger U=UU^\dagger=1$. The fact `e` expands $(U-1)^\dagger(U-1)$, `h0` shows that its trace is zero, and the closing lemma concludes that $U-1=0$.

```lean
/-- Two SU(2) holonomies commute exactly when the traces `x`, `y`, `z` of `A`, `B`, `A B`
satisfy `x² + y² + z² - x y z = 4`. -/
theorem commute_iff_traces (A B : Matrix (Fin 2) (Fin 2) ℂ)
    (hA : A ∈ Matrix.unitaryGroup (Fin 2) ℂ) (hB : B ∈ Matrix.unitaryGroup (Fin 2) ℂ)
    (dA : A.det = 1) (dB : B.det = 1) :
    A * B = B * A ↔
      A.trace ^ 2 + B.trace ^ 2 + (A * B).trace ^ 2
        - A.trace * B.trace * (A * B).trace = 4 := by
  have hF := fricke_identity A B dA dB
  constructor
  · intro h
    have hd := det_commutator A B dA dB
    have hz : (A * B - B * A).det = 0 := by
      rw [h, sub_self]
      simp
    linear_combination hd - hz - hF
  · intro h
    have ht : (loopCommutator A B).trace = 2 := by linear_combination hF + h
    -- the commutator loop is a product of unitary matrices
    have inv_mem : ∀ U ∈ Matrix.unitaryGroup (Fin 2) ℂ,
        U⁻¹ ∈ Matrix.unitaryGroup (Fin 2) ℂ := by
      intro U hU
      rw [Matrix.inv_eq_right_inv (Matrix.mem_unitaryGroup_iff.1 hU)]
      exact Matrix.mem_unitaryGroup_iff.2
        (by rw [star_star]; exact Matrix.mem_unitaryGroup_iff'.1 hU)
    have hK : loopCommutator A B ∈ Matrix.unitaryGroup (Fin 2) ℂ :=
      mul_mem (mul_mem (mul_mem hA hB) (inv_mem A hA)) (inv_mem B hB)
    have h1 := loopCommutator_mul A B dA dB
    rw [eq_one_of_trace_eq_two _ hK ht, one_mul] at h1
    exact h1.symm
```

SU(2) is expressed by two hypotheses for each matrix, unitarity and determinant 1. The forward direction combines `det_commutator` with the Fricke identity and does not use unitarity. The reverse direction shows that inverses of unitary matrices are unitary, hence that $K$ is, and applies the trace-2 lemma.

The equivalence concerns exact traces of exactly unitary matrices. It gives no tolerance for numerical data, and products of overlap matrices on a finite $k$-mesh are in general not unitary unless they are made so.

## A non-commuting SU(2) pair and a non-unitary counterexample

```lean
/-- The holonomy `i σx`. -/
def iSigmaX : Matrix (Fin 2) (Fin 2) ℂ := !![0, Complex.I; Complex.I, 0]

/-- The holonomy `i σz`. -/
def iSigmaZ : Matrix (Fin 2) (Fin 2) ℂ := !![Complex.I, 0; 0, -Complex.I]

/-- `i σx` and `i σz` are unitary with determinant 1, and their commutator loop has
trace -2. -/
theorem pauli_witness :
    iSigmaX ∈ Matrix.unitaryGroup (Fin 2) ℂ ∧ iSigmaZ ∈ Matrix.unitaryGroup (Fin 2) ℂ ∧
      iSigmaX.det = 1 ∧ iSigmaZ.det = 1 ∧ (loopCommutator iSigmaX iSigmaZ).trace = -2 := by
  have dX : iSigmaX.det = 1 := by simp [iSigmaX, Matrix.det_fin_two]
  have dZ : iSigmaZ.det = 1 := by simp [iSigmaZ, Matrix.det_fin_two]
  refine ⟨?_, ?_, dX, dZ, ?_⟩
  · rw [Matrix.mem_unitaryGroup_iff]
    ext i j
    fin_cases i <;> fin_cases j <;>
      simp [iSigmaX, Matrix.mul_apply, Fin.sum_univ_two, Matrix.star_apply]
  · rw [Matrix.mem_unitaryGroup_iff]
    ext i j
    fin_cases i <;> fin_cases j <;>
      simp [iSigmaZ, Matrix.mul_apply, Fin.sum_univ_two, Matrix.star_apply]
  · rw [fricke_identity _ _ dX dZ]
    simp [iSigmaX, iSigmaZ, Matrix.trace_fin_two]
```

For this pair $x=y=z=0$, so the Fricke identity gives $\operatorname{tr}K=-2$. By `det_commutator`, $\det(AB-BA)=4$, and the two holonomies do not commute.

```lean
/-- A shear and a squeeze of determinant 1 satisfy `x² + y² + z² - x y z = 4` and do not
commute. -/
theorem shear_squeeze_not_commute (A B : Matrix (Fin 2) (Fin 2) ℂ)
    (hA : A = !![1, 1; 0, 1]) (hB : B = !![2, 0; 0, 1 / 2]) :
    A.det = 1 ∧ B.det = 1 ∧
      A.trace ^ 2 + B.trace ^ 2 + (A * B).trace ^ 2
        - A.trace * B.trace * (A * B).trace = 4 ∧ A * B ≠ B * A := by
  subst hA hB
  refine ⟨?_, ?_, ?_, ?_⟩
  · norm_num [Matrix.det_fin_two]
  · norm_num [Matrix.det_fin_two]
  · norm_num [Matrix.trace_fin_two, Matrix.mul_apply, Fin.sum_univ_two]
  · intro h
    have h01 := congrFun (congrFun h 0) 1
    norm_num [Matrix.mul_apply, Fin.sum_univ_two] at h01

end

end WilsonLoopFricke
```

The shear and the squeeze have $x=2$ and $y=z=5/2$, which satisfy the trace equation. Their products nevertheless differ in the upper right entry, $1/2$ for $AB$ and $2$ for $BA$. Determinant 1 alone is thus not enough for the reverse direction of the commuting test.

```lean
#print axioms WilsonLoopFricke.fricke_identity
-- 'WilsonLoopFricke.fricke_identity' depends on axioms: [propext, Classical.choice, Quot.sound]
#print axioms WilsonLoopFricke.commute_iff_traces
-- 'WilsonLoopFricke.commute_iff_traces' depends on axioms: [propext, Classical.choice, Quot.sound]
#print axioms WilsonLoopFricke.shear_squeeze_not_commute
-- 'WilsonLoopFricke.shear_squeeze_not_commute' depends on axioms: [propext, Classical.choice, Quot.sound]
```
